# The simple pole at x = 5/2 of the large-N mass anomalous dimension function (3 − 2x)Γ(4 − 2x)/[Γ(2 − x)²Γ(3 − x)Γ(1 + x)]

The large-N function of the mass anomalous dimension is taken here as the explicit formula g(x) = (3 − 2x)Γ(4 − 2x)/[Γ(2 − x)²Γ(3 − x)Γ(1 + x)] for real x; it is not derived from a field theory. The theorem `massFunction_residue` states that (x − 5/2)g(x) tends to −2/(15π²) as x approaches 5/2 through real values other than 5/2, so g has a simple pole there with that residue. The proof writes g(x) near the pole as `regularPart x / (5 - 2 * x)`, where the numerator is continuous at 5/2 and has the value 4/(15π²) there. Since (x − 5/2)/(5 − 2x) = −1/2 away from the pole, the limit is −1/2 times that value, and the last step has to check this cancellation in Lean.

The first attempt, which Lean rejects:

```lean
import Mathlib

open Real Filter Topology Set

namespace MassFunctionResidue

noncomputable section

/-- The large-N function `g(x)` of the mass anomalous dimension, for `-1 < x < 3` with `x ≠ 2` and
`x ≠ 5/2`; at `x = 2` the formula has Gamma-function poles and is read as a limit. -/
def massFunction (x : ℝ) : ℝ :=
  (3 - 2 * x) * Real.Gamma (4 - 2 * x) /
    (Real.Gamma (2 - x) ^ 2 * Real.Gamma (3 - x) * Real.Gamma (1 + x))

/-- The factor of `g(x)` that stays regular for `-1 < x < 3`. -/
def regularPart (x : ℝ) : ℝ :=
  (3 - 2 * x) * (2 - x) * Real.Gamma (6 - 2 * x) /
    (2 * Real.Gamma (3 - x) ^ 3 * Real.Gamma (1 + x))

/-- For `-1 < x < 3` away from `2` and `5/2`, the function `g(x)` is its regular part divided
by `5 - 2x`. -/
theorem massFunction_eq {x : ℝ} (h0 : -1 < x) (h3 : x < 3) (h2 : x ≠ 2) (h5 : x ≠ 5 / 2) :
    massFunction x = regularPart x / (5 - 2 * x) := by
  have ha : 2 - x ≠ 0 := fun h => h2 (by linarith)
  have hb : 5 - 2 * x ≠ 0 := fun h => h5 (by linarith)
  have hc : 4 - 2 * x ≠ 0 := fun h => h2 (by linarith)
  have hk : Real.Gamma (1 + x) ≠ 0 := (Real.Gamma_pos_of_pos (by linarith)).ne'
  have hp : Real.Gamma (3 - x) ≠ 0 := (Real.Gamma_pos_of_pos (by linarith)).ne'
  -- the recursion moves every argument to the positive axis
  have e1 : Real.Gamma (3 - x) = (2 - x) * Real.Gamma (2 - x) := by
    rw [← Real.Gamma_add_one ha]; congr 1; ring
  have e2 : Real.Gamma (5 - 2 * x) = (4 - 2 * x) * Real.Gamma (4 - 2 * x) := by
    rw [← Real.Gamma_add_one hc]; congr 1; ring
  have e3 : Real.Gamma (6 - 2 * x) = (5 - 2 * x) * Real.Gamma (5 - 2 * x) := by
    rw [← Real.Gamma_add_one hb]; congr 1; ring
  have hg : Real.Gamma (2 - x) ≠ 0 := fun h => hp (by rw [e1, h, mul_zero])
  unfold massFunction regularPart
  rw [e3, e2, e1, div_div, div_eq_div_iff
    (mul_ne_zero (mul_ne_zero (pow_ne_zero 2 hg) (mul_ne_zero ha hg)) hk)
    (mul_ne_zero (mul_ne_zero (mul_ne_zero two_ne_zero
      (pow_ne_zero 3 (mul_ne_zero ha hg))) hk) hb)]
  ring

/-- The regular part is continuous at every `x` with `-1 < x < 3`. -/
theorem continuousAt_regularPart {x : ℝ} (h0 : -1 < x) (h3 : x < 3) :
    ContinuousAt regularPart x := by
  have hG : ∀ s : ℝ, 0 < s → ContinuousAt Real.Gamma s := fun s hs =>
    (Real.differentiableAt_Gamma (fun m h => by
      have : (0 : ℝ) ≤ m := Nat.cast_nonneg m
      linarith)).continuousAt
  have c1 : ContinuousAt (fun y : ℝ => Real.Gamma (6 - 2 * y)) x :=
    ContinuousAt.comp (f := fun y : ℝ => 6 - 2 * y) (hG (6 - 2 * x) (by linarith))
      (by fun_prop)
  have c2 : ContinuousAt (fun y : ℝ => Real.Gamma (3 - y)) x :=
    ContinuousAt.comp (f := fun y : ℝ => 3 - y) (hG (3 - x) (by linarith)) (by fun_prop)
  have c3 : ContinuousAt (fun y : ℝ => Real.Gamma (1 + y)) x :=
    ContinuousAt.comp (f := fun y : ℝ => 1 + y) (hG (1 + x) (by linarith)) (by fun_prop)
  have c0 : ContinuousAt (fun y : ℝ => (3 - 2 * y) * (2 - y)) x := by fun_prop
  have p2 : 0 < Real.Gamma (3 - x) := Real.Gamma_pos_of_pos (by linarith)
  have p3 : 0 < Real.Gamma (1 + x) := Real.Gamma_pos_of_pos (by linarith)
  exact (c0.mul c1).div ((continuousAt_const.mul (c2.pow 3)).mul c3)
    (mul_pos (mul_pos two_pos (pow_pos p2 3)) p3).ne'

lemma eventually_massFunction_eq {a : ℝ} (h0 : -1 < a) (h3 : a < 3) :
    ∀ᶠ x in 𝓝[≠] a, massFunction x = regularPart x / (5 - 2 * x) := by
  have hne : ∀ b : ℝ, ∀ᶠ x in 𝓝[≠] a, x ≠ b := fun b => by
    by_cases h : a = b
    · subst h
      exact self_mem_nhdsWithin
    · exact nhdsWithin_le_nhds (isOpen_ne.mem_nhds h)
  filter_upwards [hne 2, hne (5 / 2), nhdsWithin_le_nhds (Ioo_mem_nhds h0 h3)] with x h2 h5 hx
  exact massFunction_eq hx.1 hx.2 h2 h5

/-- At `x = 5/2` the function `g` has a simple pole: `(x - 5/2) g(x)` tends to `-2/(15π²)`. -/
theorem massFunction_residue :
    Tendsto (fun x => (x - 5 / 2) * massFunction x) (𝓝[≠] (5 / 2))
      (𝓝 (-2 / (15 * π ^ 2))) := by
  have g1 := Real.Gamma_add_one (s := 1 / 2) (by norm_num)
  have g2 := Real.Gamma_add_one (s := 3 / 2) (by norm_num)
  have g3 := Real.Gamma_add_one (s := 5 / 2) (by norm_num)
  rw [show (1 / 2 : ℝ) + 1 = 3 / 2 by norm_num, Real.Gamma_one_half_eq] at g1
  rw [show (3 / 2 : ℝ) + 1 = 5 / 2 by norm_num, g1] at g2
  rw [show (5 / 2 : ℝ) + 1 = 7 / 2 by norm_num, g2] at g3
  have hden : 2 * √π ^ 3 * (5 / 2 * (3 / 2 * (1 / 2 * √π))) = 15 / 4 * π ^ 2 := by
    calc _ = 15 / 4 * (√π ^ 2) ^ 2 := by ring
      _ = _ := by rw [Real.sq_sqrt pi_pos.le]
  have hv : regularPart (5 / 2) = 4 / (15 * π ^ 2) := by
    unfold regularPart
    rw [show (6 : ℝ) - 2 * (5 / 2) = 1 by norm_num, show (3 : ℝ) - 5 / 2 = 1 / 2 by norm_num,
      show (1 : ℝ) + 5 / 2 = 7 / 2 by norm_num, g3, Real.Gamma_one, Real.Gamma_one_half_eq,
      hden, div_eq_div_iff (by positivity) (by positivity)]
    ring
  have h := ((continuousAt_regularPart (x := 5 / 2) (by norm_num)
    (by norm_num)).tendsto.mono_left (nhdsWithin_le_nhds (s := {5 / 2}ᶜ))).mul_const (-1 / 2)
  rw [hv, show 4 / (15 * π ^ 2) * (-1 / 2) = -2 / (15 * π ^ 2) by ring] at h
  refine Tendsto.congr' ?_ h
  filter_upwards [eventually_massFunction_eq (a := 5 / 2) (by norm_num) (by norm_num),
    self_mem_nhdsWithin] with x hx hne
  have hd : 5 - 2 * x ≠ 0 := fun h => hne (show x = 5 / 2 by linarith)
  rw [hx, ← mul_div_assoc, eq_div_iff hd]
  ring

end

end MassFunctionResidue
```

Lean reports:

```
Main.lean:100:27: error: Tactic `rewrite` failed: Did not find an occurrence of the pattern
  ?m.831 = ?m.829 / (5 - 2 * x)
in the target expression
  regularPart x * -1 / 2 = (x - 5 / 2) * (regularPart x / (5 - 2 * x))

g1 : Gamma (3 / 2) = 1 / 2 * √π
g2 : Gamma (5 / 2) = 3 / 2 * (1 / 2 * √π)
g3 : Gamma (7 / 2) = 5 / 2 * (3 / 2 * (1 / 2 * √π))
hden : 2 * √π ^ 3 * (5 / 2 * (3 / 2 * (1 / 2 * √π))) = 15 / 4 * π ^ 2
hv : regularPart (5 / 2) = 4 / (15 * π ^ 2)
h : Tendsto (fun x => regularPart x * (-1 / 2)) (𝓝[≠] (5 / 2)) (𝓝 (-2 / (15 * π ^ 2)))
x : ℝ
hx : massFunction x = regularPart x / (5 - 2 * x)
hne : x ∈ {5 / 2}ᶜ
hd : 5 - 2 * x ≠ 0
⊢ regularPart x * -1 / 2 = (x - 5 / 2) * (regularPart x / (5 - 2 * x))
```

Cause. The error says that `eq_div_iff hd` found no equation whose right side is a quotient by `5 - 2 * x`. The rewrite before it, `← mul_div_assoc`, was meant to turn the right side, `(x - 5 / 2) * (regularPart x / (5 - 2 * x))`, into a single quotient. But its pattern, a product whose second factor is a quotient, also fits `regularPart x * (-1 / 2)` on the left. Lean matched that term and changed it to `regularPart x * -1 / 2`, as the printed goal shows. The right side remained a product, so `eq_div_iff` could not apply.

The repair does without both rewrites. The new fact `hq` says that `regularPart x / (5 - 2 * x)` times `5 - 2 * x` is `regularPart x`, which holds because `hd` makes the denominator nonzero. After `rw [hx]` puts in the formula for `massFunction x`, the two sides of the goal differ by exactly half the difference of the two sides of `hq`. `linear_combination (1 / 2) * hq` checks this by algebra, so the goal no longer has to be brought into the form of a single quotient.

The repair, with which the file compiles:

```diff
@@ -98,6 +98,7 @@
     self_mem_nhdsWithin] with x hx hne
   have hd : 5 - 2 * x ≠ 0 := fun h => hne (show x = 5 / 2 by linarith)
-  rw [hx, ← mul_div_assoc, eq_div_iff hd]
-  ring
+  have hq : regularPart x / (5 - 2 * x) * (5 - 2 * x) = regularPart x := div_mul_cancel₀ _ hd
+  rw [hx]
+  linear_combination (1 / 2) * hq
 
 end
```
